# The matrix of Fermi-Dirac occupations is the inverse of 1 + exp h, for h in units of the temperature

Take finitely many orthonormal orbitals, the columns of a square complex matrix U with U†U = 1, and give them real levels x, read as one-particle energies in units of the temperature, with the chemical potential at zero. The matrix with these orbitals and levels is h = U diag(x) U†. The theorem states that 1 + exp h, multiplied by the matrix with the same orbitals and the Fermi-Dirac occupations 1/(1 + exp x) as levels, gives the identity. The proof carries the exponential through U to the diagonal, checks the product there level by level, and uses the unitarity of U to put the pieces together.

The first attempt, which Lean rejects:

```lean
import Mathlib

open Matrix
open scoped ComplexOrder

namespace OneAddExpMulOccupation

noncomputable section

variable {L : Type*} [Fintype L] [DecidableEq L]

local notation "diagR(" e ")" => Matrix.diagonal (fun i => Complex.ofReal (e i))

/-- The matrix `U diag(e) U†`, built from orbitals (the columns of `U`) and real levels `e`. -/
def ofOrbitals (U : Matrix L L ℂ) (e : L → ℝ) : Matrix L L ℂ :=
  U * diagR(e) * Uᴴ

/-- The Fermi-Dirac occupation of a level whose energy is `x` in units of the temperature. -/
def occupation (x : ℝ) : ℝ := (1 + Real.exp x)⁻¹

/-- If `h` has orthonormal orbitals with levels `x`, then `1 + exp h` is invertible, and its inverse
has the same orbitals with the Fermi-Dirac occupations as levels. -/
theorem one_add_exp_mul_occupation {U : Matrix L L ℂ} (hU : Uᴴ * U = 1) (x : L → ℝ) :
    (1 + NormedSpace.exp (ofOrbitals U x)) * ofOrbitals U (fun i => occupation (x i)) = 1 := by
  have hU' : U * Uᴴ = 1 := mul_eq_one_comm.mp hU
  have hunit : IsUnit U := ⟨⟨U, Uᴴ, hU', hU⟩, rfl⟩
  have hinv : U⁻¹ = Uᴴ := Matrix.inv_eq_left_inv hU
  -- the exponential acts on the levels
  have hexp : NormedSpace.exp (ofOrbitals U x) = U * diagR(fun i => Real.exp (x i)) * Uᴴ := by
    have hd : NormedSpace.exp (fun i => Complex.ofReal (x i))
        = fun i => Complex.ofReal (Real.exp (x i)) := by
      ext i
      rw [Pi.exp_apply, ← Complex.exp_eq_exp_ℂ, Complex.ofReal_exp]
    unfold ofOrbitals
    rw [← hinv, Matrix.exp_conj U _ hunit, Matrix.exp_diagonal, hd]
  -- level by level, the occupation inverts `1 + exp x`
  have hdiag : (1 + diagR(fun i => Real.exp (x i))) * diagR(fun i => occupation (x i))
      = (1 : Matrix L L ℂ) := by
    rw [← Matrix.diagonal_one, Matrix.diagonal_add, Matrix.diagonal_mul_diagonal]
    congr 1
    funext i
    have h0 : (1 + Real.exp (x i)) * occupation (x i) = 1 :=
      mul_inv_cancel₀ (by positivity)
    exact_mod_cast h0
  have hone : 1 + U * diagR(fun i => Real.exp (x i)) * Uᴴ
      = U * (1 + diagR(fun i => Real.exp (x i))) * Uᴴ := by
    rw [Matrix.mul_add, Matrix.add_mul, Matrix.mul_one, hU']
  rw [hexp, hone]
  unfold ofOrbitals
  calc _ = U * (1 + diagR(fun i => Real.exp (x i))) * (Uᴴ * U)
        * diagR(fun i => occupation (x i)) * Uᴴ := by simp only [Matrix.mul_assoc]
    _ = U * ((1 + diagR(fun i => Real.exp (x i))) * diagR(fun i => occupation (x i))) * Uᴴ := by
        rw [hU, Matrix.mul_one]
        simp only [Matrix.mul_assoc]
    _ = 1 := by rw [hdiag, Matrix.mul_one, hU']

end

end OneAddExpMulOccupation
```

Messages:

```
Main.lean:33:10: error(lean.unknownIdentifier): Unknown identifier `Pi.exp_apply`
```

Cause. The message says that Lean finds no declaration called `Pi.exp_apply` where the proof uses it. The name was to supply a step inside `hd`: the exponential of a function, taken at the index `i`, is the exponential of the function's value at `i`. Without it the `rw` fails at its first entry.

The repair derives this step from `NormedSpace.map_exp`, by which a continuous ring homomorphism commutes with the exponential. The homomorphism here is evaluation at `i`, `Pi.evalRingHom`, and `continuous_apply i` gives its continuity. `.trans ?_` leaves the rest of the equality to prove, and `change` writes the evaluated function as `Complex.ofReal (x i)`. The two remaining rewrites are those of the first attempt: they pass to the complex exponential and match it with the real one.

`funext i` in place of `ext i` asks for exactly the equality of values at `i`, which is what the new term addresses; the message finds no fault with `ext i`.

After these edits no error is left:

```diff
@@ -30,6 +30,9 @@
     have hd : NormedSpace.exp (fun i => Complex.ofReal (x i))
         = fun i => Complex.ofReal (Real.exp (x i)) := by
-      ext i
-      rw [Pi.exp_apply, ← Complex.exp_eq_exp_ℂ, Complex.ofReal_exp]
+      funext i
+      refine (NormedSpace.map_exp (Pi.evalRingHom (fun _ : L => ℂ) i) (continuous_apply i)
+        (fun j => Complex.ofReal (x j))).trans ?_
+      change NormedSpace.exp (Complex.ofReal (x i)) = _
+      rw [← Complex.exp_eq_exp_ℂ, Complex.ofReal_exp]
     unfold ofOrbitals
     rw [← hinv, Matrix.exp_conj U _ hunit, Matrix.exp_diagonal, hd]
```
